# A defect on one of $n$ equally coupled sites splits one level off the degenerate set

Take three sites in a triangle, with hopping amplitude $-t$ between each pair, $t>0$, and energy $v$ on site 1. Without the defect the levels are $t$, $t$ and $-2t$. The state $(0,1,-1)/\sqrt2$ has energy $t$, and it keeps that energy for every $v$, because it has no amplitude on site 1. Its partner in the degenerate pair, $(2,-1,-1)/\sqrt6$, does have amplitude there and must respond.

The response comes from the two states that are symmetric under exchange of sites 2 and 3. In the basis $(1,0,0)$, $(0,1,1)/\sqrt2$ the Hamiltonian is
$$\begin{pmatrix} v & -\sqrt2\,t\\ -\sqrt2\,t & -t\end{pmatrix}.$$
With $y=x-t$, where $x$ is the energy, its characteristic equation is $y^2+(3t-v)y-2tv=0$. For small $v$ the root near zero is $y\approx 2v/3$. One level stays at $t$ and one leaves it with slope $2/3$.

## The spectrum for $n$ sites

Let there be $n\ge2$ sites, hopping $-t$ between every pair, and energy $v$ on one site $d$. The characteristic polynomial is
$$(x-t)^{n-2}\left[y^2+(nt-v)y-(n-1)tv\right],\qquad y=x-t.$$
For $t\neq0$ and $v\neq0$ the level $t$ has multiplicity exactly $n-2$. For $t>0$ the level that splits off starts at $t$ with slope $1-1/n$ in $v$.

**States that do not move.** Let $\psi_i$ be the amplitude on site $i$ and $S=\sum_j\psi_j$. The hopping term at site $i$ is $-t(S-\psi_i)$, so
$$(H\psi)_i=t\psi_i-tS+v\,\delta_{id}\,\psi_i.$$
Let $t\neq0$ and $v\neq0$. If $H\psi=t\psi$, a site $i\neq d$ gives $tS=0$, hence $S=0$. Site $d$ then gives $v\psi_d=0$, hence $\psi_d=0$. Conversely, these two conditions make $H\psi=t\psi$ hold at every site.

**Reduction to a $2\times2$ determinant.** The same formula shows that $H-t=AB$. Row $i$ of the $n\times2$ matrix $A$ is $(-t,\;v\delta_{id})$. The first row of the $2\times n$ matrix $B$ consists of ones, and the second has entries $\delta_{jd}$. For $y\neq0$, evaluate the determinant of
$$\begin{pmatrix} y I_n & A\\ B & I_2\end{pmatrix}$$
by eliminating either diagonal block. This gives
$$\det(yI_n-AB)=y^n\det(I_2-BA/y)=y^{n-2}\det(yI_2-BA).$$
Both ends are polynomials in $y$, so they also agree at $y=0$. Multiplying out,
$$BA=\begin{pmatrix}-nt & v\\ -t & v\end{pmatrix},$$
$$\det(yI_2-BA)=(y+nt)(y-v)+tv=y^2+(nt-v)y-(n-1)tv.$$

**Multiplicities.** At $v=0$ the quadratic is $y(y+nt)$, so the levels are $t$, counted $n-1$ times, and $t-nt$. At $y=0$ the quadratic equals $-(n-1)tv$. This is nonzero when $t$ and $v$ are, so the quadratic then adds nothing to the multiplicity $n-2$.

**The two remaining levels.** The discriminant is
$$D=(nt-v)^2+4(n-1)tv=\left(v+(n-2)t\right)^2+4(n-1)t^2\ge0,$$
and the levels are $x_\pm=t+\tfrac12\left(v-nt\pm\sqrt D\right)$. For $t>0$, $\sqrt D=nt$ at $v=0$, so $x_+=t$ there. Since $D'(0)=2(n-2)t$,
$$x_+'(0)=\frac12\left(1+\frac{2(n-2)t}{2nt}\right)=1-\frac1n.$$

For electronic structure this is a non-interacting, one-orbital-per-site model, with all hoppings equal, of an impurity that lifts a degeneracy, completely for $n=3$ and only in part for $n\ge4$.

## The Hamiltonian and its levels in Lean

The sites form an arbitrary finite type `ι`, and $n$ is `Fintype.card ι`. No geometry enters, since every pair is coupled alike.

```lean
import Mathlib

open Polynomial Matrix

namespace DefectDegeneracy

noncomputable section

variable {ι : Type*} [Fintype ι] [DecidableEq ι]
```

The matrix is real and given entry by entry. The parameter `t` stands for tunnelling between two sites, and the minus sign in `-t` is part of the convention: for $t>0$ the degenerate level lies at the top of the defect-free spectrum. The parameter `v` is the orbital energy of the defect relative to the other sites, whose energy is set to zero. Spin, electron repulsion and unequal hoppings are absent from the model.

```lean
/-- The one-particle Hamiltonian with hopping amplitude `-t` between every two distinct sites
and on-site energy `v` on the site `d` only. -/
def hamiltonian (d : ι) (t v : ℝ) : Matrix ι ι ℝ :=
  Matrix.of fun i j => if i = j then (if i = d then v else 0) else -t
```

The next three definitions are formulas in a natural number `n` and two real parameters. The last two acquire their meaning as energies of this Hamiltonian through `charpoly_levels` below.

```lean
/-- The discriminant of the quadratic equation for the two levels that feel the defect,
for `n` sites. -/
def discriminant (n : ℕ) (t v : ℝ) : ℝ :=
  (n * t - v) ^ 2 + 4 * (n - 1) * t * v

/-- The upper root of the quadratic equation, as an energy. -/
def upperLevel (n : ℕ) (t v : ℝ) : ℝ :=
  t + (v - n * t + √(discriminant n t v)) / 2

/-- The lower root of the quadratic equation, as an energy. -/
def lowerLevel (n : ℕ) (t v : ℝ) : ℝ :=
  t + (v - n * t - √(discriminant n t v)) / 2
```

## States that stay at energy $t$

The first theorem is the formula for $(H\psi)_i$; `*ᵥ` is the matrix acting on a vector. The auxiliary `h` rewrites each summand as a term present only for $j=i$, minus $t\psi_j$. Summing over $j$ then leaves the diagonal term and the total amplitude.

```lean
/-- The Hamiltonian multiplies each amplitude by `t`, subtracts `t` times the total amplitude, and,
on the defect site only, adds the defect energy times the amplitude there. -/
theorem hamiltonian_mulVec (d : ι) (t v : ℝ) (ψ : ι → ℝ) (i : ι) :
    (hamiltonian d t v *ᵥ ψ) i
      = t * ψ i - t * ∑ j, ψ j + (if i = d then v * ψ i else 0) := by
  have h : ∀ j, hamiltonian d t v i j * ψ j
      = (if i = j then t * ψ j + (if i = d then v * ψ j else 0) else 0) - t * ψ j := by
    intro j
    by_cases hij : i = j
    · by_cases hd : i = d
      · simp only [hamiltonian, Matrix.of_apply, if_pos hij, if_pos hd]
        ring
      · simp only [hamiltonian, Matrix.of_apply, if_pos hij, if_neg hd]
        ring
    · simp only [hamiltonian, Matrix.of_apply, if_neg hij]
      ring
  simp only [Matrix.mulVec, dotProduct, h, Finset.sum_sub_distrib, Finset.sum_ite_eq,
    Finset.mem_univ, if_true, ← Finset.mul_sum]
  ring
```

The characterisation of the unshifted states follows the two steps by hand. The hypothesis `hn` supplies a site `i` different from `d`; the equation there gives `hs`, the vanishing total amplitude, and the equation at `d` gives $\psi_d=0$. The reverse direction substitutes both conditions at each site. The vector `ψ` is real and may be zero, and for $n=2$ zero is the only solution, in agreement with multiplicity $n-2=0$.

```lean
/-- For at least two sites and nonzero `t` and `v`, a vector satisfies `H ψ = t ψ` exactly when
it vanishes on the defect site and its amplitudes sum to zero. -/
theorem unshifted_states_iff (d : ι) (hn : 2 ≤ Fintype.card ι) {t v : ℝ}
    (ht : t ≠ 0) (hv : v ≠ 0) (ψ : ι → ℝ) :
    hamiltonian d t v *ᵥ ψ = t • ψ ↔ ψ d = 0 ∧ ∑ j, ψ j = 0 := by
  constructor
  · intro h
    -- a site away from the defect fixes the total amplitude
    obtain ⟨i, hi⟩ := Fintype.exists_ne_of_one_lt_card (by omega : 1 < Fintype.card ι) d
    have h1 := congrFun h i
    rw [hamiltonian_mulVec, if_neg hi, Pi.smul_apply, smul_eq_mul] at h1
    have hs : ∑ j, ψ j = 0 :=
      (mul_eq_zero.mp (by linarith : t * ∑ j, ψ j = 0)).resolve_left ht
    -- the defect site then fixes its own amplitude
    have h2 := congrFun h d
    rw [hamiltonian_mulVec, if_pos rfl, Pi.smul_apply, smul_eq_mul, hs] at h2
    exact ⟨(mul_eq_zero.mp (by linarith : v * ψ d = 0)).resolve_left hv, hs⟩
  · rintro ⟨hd, hs⟩
    ext i
    rw [hamiltonian_mulVec, hs, Pi.smul_apply, smul_eq_mul]
    by_cases hi : i = d
    · subst hi
      simp [hd]
    · simp [hi]
```

## The characteristic polynomial and the multiplicity of $t$

In the statement, `X` is the polynomial variable and `C` turns a real number into a constant polynomial, so `X - C t` is $y$. The bound $n\ge2$ makes the exponent `Fintype.card ι - 2` an ordinary difference.

The proof introduces `A` and `B` as above and computes their product in `hBA`. `Polynomial.funext` reduces the identity of polynomials to equality at every real `x`. There `hAB` expresses $x-H$ as $(x-t)-AB$, checked entry by entry according to whether the two sites coincide and whether the defect is involved. The exchange of factors is Mathlib's `Matrix.charpoly_mul_comm_of_le`, which takes the place of the block determinant. What remains is the $2\times2$ determinant.

```lean
/-- The characteristic polynomial for `n ≥ 2` sites: a factor `(x - t) ^ (n - 2)` times a
quadratic in `x - t` that contains the defect energy. -/
theorem charpoly_hamiltonian (d : ι) (hn : 2 ≤ Fintype.card ι) (t v : ℝ) :
    (hamiltonian d t v).charpoly = (X - C t) ^ (Fintype.card ι - 2) *
      ((X - C t) ^ 2 + C (Fintype.card ι * t - v) * (X - C t)
        - C ((Fintype.card ι - 1) * t * v)) := by
  -- H - t has rank at most two and factors through a two-dimensional space
  obtain ⟨A, hA⟩ : ∃ A : Matrix ι (Fin 2) ℝ,
      A = Matrix.of fun i => ![-t, if i = d then v else 0] := ⟨_, rfl⟩
  obtain ⟨B, hB⟩ : ∃ B : Matrix (Fin 2) ι ℝ,
      B = Matrix.of ![fun _ => 1, fun j => if j = d then 1 else 0] := ⟨_, rfl⟩
  have hBA : B * A = !![-(Fintype.card ι * t), v; -t, v] := by
    ext k l
    fin_cases k <;> fin_cases l <;> simp [hA, hB, Matrix.mul_apply]
  apply Polynomial.funext
  intro x
  have hAB : Matrix.scalar ι x - hamiltonian d t v = Matrix.scalar ι (x - t) - A * B := by
    ext i j
    by_cases hij : i = j
    · subst hij
      by_cases hi : i = d <;>
        simp [hamiltonian, hA, hB, Matrix.mul_apply, Fin.sum_univ_two, hi]
      ring
    · by_cases hi : i = d
      · have hj : j ≠ d := fun h => hij (hi.trans h.symm)
        simp [hamiltonian, hA, hB, Matrix.mul_apply, Fin.sum_univ_two, hij, hj]
      · simp [hamiltonian, hA, hB, Matrix.mul_apply, Fin.sum_univ_two, hij, hi]
  -- exchanging the factors leaves a two-by-two determinant
  rw [Matrix.eval_charpoly, hAB, ← Matrix.eval_charpoly,
    Matrix.charpoly_mul_comm_of_le A B (by simpa using hn), hBA, eval_mul,
    Matrix.eval_charpoly, Matrix.det_fin_two]
  simp
  left
  ring
```

Setting `v` to zero and moving one factor $y$ out of the quadratic gives the defect-free spectrum. The statement allows $t=0$, in which case the further level coincides with the others; for $t\neq0$ the multiplicity of $t$ is $n-1$.

```lean
/-- Without the defect, `n ≥ 2` sites have the level `t` to the power `n - 1` in the
characteristic polynomial, and one further level `t - n t`. -/
theorem charpoly_without_defect (d : ι) (hn : 2 ≤ Fintype.card ι) (t : ℝ) :
    (hamiltonian d t 0).charpoly =
      (X - C t) ^ (Fintype.card ι - 1) * (X - C (t - Fintype.card ι * t)) := by
  have h : Fintype.card ι - 1 = Fintype.card ι - 2 + 1 := by omega
  rw [charpoly_hamiltonian d hn, h, pow_succ]
  simp only [mul_zero, sub_zero, map_sub, map_mul, map_zero]
  ring
```

With the defect present, `rootMultiplicity t` counts how often $x-t$ divides the characteristic polynomial. The proof names the quadratic `Q`, evaluates it at $t$ in `he`, and concludes in `hroot` that $t$ is not a root of it. Multiplicities add over a product, so $n-2$ from the power and zero from `Q` give the result. Both signs of `t` and of `v` are allowed.

```lean
/-- For `n ≥ 2` sites and nonzero `t` and `v`, the level `t` has multiplicity exactly
`n - 2`. -/
theorem multiplicity_with_defect (d : ι) (hn : 2 ≤ Fintype.card ι) {t v : ℝ}
    (ht : t ≠ 0) (hv : v ≠ 0) :
    (hamiltonian d t v).charpoly.rootMultiplicity t = Fintype.card ι - 2 := by
  rw [charpoly_hamiltonian d hn]
  obtain ⟨Q, hQ⟩ : ∃ Q : ℝ[X], Q = (X - C t) ^ 2 + C (Fintype.card ι * t - v) * (X - C t)
      - C ((Fintype.card ι - 1) * t * v) := ⟨_, rfl⟩
  rw [← hQ]
  have hc : (2 : ℝ) ≤ Fintype.card ι := by exact_mod_cast hn
  -- the quadratic does not vanish at the old level
  have hroot : ¬ Q.IsRoot t := by
    have he : Q.eval t = -((Fintype.card ι - 1) * t * v) := by
      rw [hQ]
      simp only [eval_sub, eval_add, eval_mul, eval_pow, eval_X, eval_C]
      ring
    rw [IsRoot.def, he]
    exact neg_ne_zero.mpr (mul_ne_zero (mul_ne_zero (by linarith) ht) hv)
  have hQ0 : Q ≠ 0 := by
    intro h
    apply hroot
    rw [h, IsRoot.def, eval_zero]
  rw [rootMultiplicity_mul (mul_ne_zero (pow_ne_zero _ (X_sub_C_ne_zero t)) hQ0),
    rootMultiplicity_X_sub_C_pow, rootMultiplicity_eq_zero hroot, add_zero]
```

The next theorem identifies the two explicit levels as the roots of the quadratic. Nonnegativity of the discriminant, `hD`, comes from the sum of squares found by hand, whose two parts are handed to `nlinarith`. Then $(\sqrt D)^2=D$, and `linear_combination` verifies the factorisation at each `x`.

```lean
/-- For `n ≥ 2` sites the characteristic polynomial splits into `n - 2` factors for the level
`t` and one factor each for the upper and the lower level. -/
theorem charpoly_levels (d : ι) (hn : 2 ≤ Fintype.card ι) (t v : ℝ) :
    (hamiltonian d t v).charpoly = (X - C t) ^ (Fintype.card ι - 2) *
      ((X - C (upperLevel (Fintype.card ι) t v)) *
        (X - C (lowerLevel (Fintype.card ι) t v))) := by
  rw [charpoly_hamiltonian d hn]
  congr 1
  have hc : (2 : ℝ) ≤ Fintype.card ι := by exact_mod_cast hn
  have hD : 0 ≤ discriminant (Fintype.card ι) t v := by
    have h := mul_nonneg (by linarith : (0 : ℝ) ≤ Fintype.card ι - 1) (sq_nonneg t)
    unfold discriminant
    nlinarith [sq_nonneg (v + ((Fintype.card ι : ℝ) - 2) * t)]
  have hs := Real.sq_sqrt hD
  apply Polynomial.funext
  intro x
  simp only [eval_sub, eval_add, eval_mul, eval_pow, eval_X, eval_C, upperLevel, lowerLevel]
  have hdef : discriminant (Fintype.card ι) t v
      = (Fintype.card ι * t - v) ^ 2 + 4 * (Fintype.card ι - 1) * t * v := rfl
  linear_combination (1 / 4) * hs + (1 / 4) * hdef
```

## The initial slope

`HasDerivAt f a 0` says that the function `f` is differentiable at $0$ with derivative `a`; here `f` is `upperLevel n t`, a function of the defect energy. The theorem therefore gives the first-order shift at $v=0$ and no error bound for finite $v$. It also admits $n=1$, where it is a statement about the formula alone, because the link to the Hamiltonian in `charpoly_levels` requires $n\ge2$.

The proof first finds $\sqrt D=nt$ at $v=0$, which uses $t>0$ and yields the starting value. It then differentiates the discriminant in `hd` and its square root in `hr`; the latter step needs $D\neq0$, which holds because $D=(nt)^2$ there. The last lines assemble the derivative of the level and simplify it to $1-1/n$.

```lean
/-- For `t > 0` and `n ≥ 1`, the upper level starts at `t` for vanishing defect energy and has
initial slope `1 - 1/n` in that energy. -/
theorem upperLevel_initial_slope {n : ℕ} (hn : 1 ≤ n) {t : ℝ} (ht : 0 < t) :
    upperLevel n t 0 = t ∧ HasDerivAt (upperLevel n t) (1 - 1 / (n : ℝ)) 0 := by
  have hn0 : (0 : ℝ) < n := by exact_mod_cast hn
  have hnt : 0 < (n : ℝ) * t := mul_pos hn0 ht
  have h0 : discriminant n t 0 = (n * t) ^ 2 := by
    unfold discriminant
    ring
  have hs0 : √(discriminant n t 0) = n * t := by
    rw [h0, Real.sqrt_sq hnt.le]
  refine ⟨by rw [upperLevel, hs0]; ring, ?_⟩
  have hd : HasDerivAt (discriminant n t) (2 * (n - 2) * t) 0 := by
    have h := (((hasDerivAt_id' (0 : ℝ)).const_sub (n * t)).fun_pow 2).fun_add
      ((hasDerivAt_id' (0 : ℝ)).const_mul (4 * ((n : ℝ) - 1) * t))
    refine HasDerivAt.congr_deriv h ?_
    norm_num
    ring
  -- differentiate the square root, which equals n t at v = 0
  have hr := hd.sqrt (by rw [h0]; positivity)
  have h := ((((hasDerivAt_id' (0 : ℝ)).sub_const (n * t)).fun_add hr).div_const 2).const_add t
  refine HasDerivAt.congr_deriv h ?_
  rw [hs0]
  field_simp
  ring

end

end DefectDegeneracy
```

```lean
#print axioms DefectDegeneracy.unshifted_states_iff
#print axioms DefectDegeneracy.multiplicity_with_defect
#print axioms DefectDegeneracy.charpoly_levels
#print axioms DefectDegeneracy.upperLevel_initial_slope
```

```
'DefectDegeneracy.unshifted_states_iff' depends on axioms: [propext, Classical.choice, Quot.sound]
'DefectDegeneracy.multiplicity_with_defect' depends on axioms: [propext, Classical.choice, Quot.sound]
'DefectDegeneracy.charpoly_levels' depends on axioms: [propext, Classical.choice, Quot.sound]
'DefectDegeneracy.upperLevel_initial_slope' depends on axioms: [propext, Classical.choice, Quot.sound]
```
